# In an orthonormal basis with symmetric H, a larger level shift never lengthens the linear-method step

Let H be a real symmetric matrix, ψ a unit vector and Q = 1 − ψψᵀ. For shifts 0 ≤ a < b, let va and vb be unit lowest eigenvectors of H + aQ and H + bQ. Then

‖Q vb‖ ≤ ‖Q va‖

⟨va, H va⟩ ≤ ⟨vb, H vb⟩ ≤ ⟨ψ, H ψ⟩.

With ‖Qv‖ as the step length, the larger shift gives a step that is no longer and a predicted energy gain that is no larger, and the predicted energy never rises above that of the current state.

## The shift in a wave-function optimisation

In variational Monte Carlo, the linear method improves a trial function Ψ(p) by diagonalising the Hamiltonian in the space spanned by Ψ and its derivatives Ψ_i with respect to the parameters p_i. Take the derivatives orthogonal to Ψ, and all basis functions orthonormal. The current state is then the vector ψ = (1, 0, 0, …), and Q projects onto the derivative directions. A level shift a is added to the diagonal of H everywhere except in the first entry, which gives H + aQ.

The lowest eigenvector has components (c₀, c₁, c₂, …), and the parameters are changed by

Δp_i = c_i / c₀.

In these orthonormal coordinates the length of the update is ‖Qv‖ / |⟨ψ, v⟩|. If the derivatives were orthonormalised first, a linear map takes the update back to the original parameters, and its length measured there can still grow with the shift. The predicted gain is ⟨ψ, H ψ⟩ − ⟨v, H v⟩. It refers to the linearised wave function; the energy of Ψ(p + Δp) itself can differ.

The result thus describes how the shift controls a linear-method update, for a finite orthonormal basis and a symmetric matrix free of sampling noise.

## Two trial states and two inequalities

Write E(v) = ⟨v, H v⟩ and s(v) = ‖Qv‖. Since Qv = v − ⟨ψ, v⟩ψ and ψ has unit length,

s(v)² = ⟨v, v⟩ − ⟨ψ, v⟩² = ⟨v, Q v⟩.

The shifted energy is therefore the energy plus a penalty:

⟨v, (H + aQ) v⟩ = E(v) + a s(v)².

The variational principle follows from the spectral theorem. Let A be symmetric with orthonormal eigenvectors u_j, eigenvalues λ_j and lowest eigenvalue μ. A unit vector x = Σ c_j u_j satisfies

⟨x, A x⟩ = Σ λ_j c_j² ≥ μ Σ c_j² = μ.

Now use vb as a trial state for shift a, and va as a trial state for shift b:

E(va) + a s(va)² ≤ E(vb) + a s(vb)²

E(vb) + b s(vb)² ≤ E(va) + b s(va)².

In the sum the energies cancel, which leaves

(b − a)(s(vb)² − s(va)²) ≤ 0.

As b − a > 0 and lengths are nonnegative, s(vb) ≤ s(va). The first inequality then gives, because a ≥ 0,

E(va) ≤ E(vb) + a (s(vb)² − s(va)²) ≤ E(vb).

Finally, ψ is a trial state for shift b with s(ψ) = 0, so

E(vb) + b s(vb)² ≤ E(ψ),

and E(vb) ≤ E(ψ) because b > 0.

## The rescaled update and strict shortening

For a unit vector, s(v)² + ⟨ψ, v⟩² = 1, so a shorter step means a larger overlap with ψ. If ⟨ψ, va⟩ ≠ 0, then |⟨ψ, vb⟩| ≥ |⟨ψ, va⟩| > 0. The numerator of s(v)/|⟨ψ, v⟩| does not grow and the denominator does not shrink, so the length of the rescaled update, measured in the orthonormal coordinates, does not grow when the shift is raised from a to b.

The shortening is strict if va is neither parallel nor orthogonal to ψ. Suppose the two steps were equal. The first trial inequality would give E(va) ≤ E(vb), so va would also reach the minimum ν of the problem with shift b. In the spectral expansion, Σ (λ_j − ν) c_j² = 0 with nonnegative terms, so va would be an eigenvector there too. Let μ be its eigenvalue at shift a. Subtracting the two eigenvalue equations gives

(b − a) Q va = (ν − μ) va.

The inner product with ψ makes the left side zero, so (ν − μ)⟨ψ, va⟩ = 0 and ν = μ. Then Q va = 0, which contradicts the assumption that va is not parallel to ψ.

## A two-level case

Take ψ = (1, 0) and H with rows (0, −12) and (−12, −7). At shift 0 the lowest eigenvector is (3/5, 4/5), with step length 4/5 and energy −16. At shift 14 it is (4/5, 3/5), with step length 3/5 and energy −14.04. The energy of ψ is 0. The rescaled update shrinks from 4/3 to 3/4.

## What goes wrong without symmetry

Matrices estimated from a finite Monte Carlo sample are often not symmetric, and both energy inequalities can then fail. Take ψ = (1, 0) and H with rows (0, 1) and (−2, 3). At shift 0 the lowest eigenvector is (1, 1)/√2, with eigenvalue 1 and energy 1. At shift 3/2 it is (2, 1)/√5, with eigenvalue 1/2 and energy 1/5. The larger shift has lowered the energy, and both values lie above E(ψ) = 0.

## The statement in Lean

States are functions `ι → ℝ` on a finite index type, and operators are real matrices, for which `H.IsHermitian` means symmetric. The inner product is `⬝ᵥ`, and `*ᵥ` applies a matrix to a vector. `energy` is the quadratic form E(v), which is an energy when v is normalised. `stepLength` is written as the square root of an inner product because the built-in norm on `ι → ℝ` is the largest absolute component, not the Euclidean length.

`IsLowest A v` says that v has unit length and is an eigenvector of A whose eigenvalue is at most every other real eigenvalue. It does not contain the variational principle. The eigenvectors are given as hypotheses, and if the lowest level is degenerate the theorems hold for any choice within it.

The orthonormal basis is built into the model. If the derivatives are not orthonormal and the shift is a multiple of the identity on their coefficients, the penalty measures a different length, and the theorems do not apply as they stand.

```lean
import Mathlib

open Matrix

namespace LinearMethodShift

noncomputable section

variable {ι : Type*} [Fintype ι] [DecidableEq ι]

/-- The matrix `Q = 1 - ψ ψᵀ`, which for a unit vector `ψ` projects onto the directions
orthogonal to the current state. -/
def Q (ψ : ι → ℝ) : Matrix ι ι ℝ := 1 - vecMulVec ψ ψ

/-- The matrix `H + a Q`, which for a unit vector `ψ` is the Hamiltonian with a level shift `a` on
everything orthogonal to `ψ`. -/
def shifted (H : Matrix ι ι ℝ) (ψ : ι → ℝ) (a : ℝ) : Matrix ι ι ℝ := H + a • Q ψ

/-- The quadratic form `⟨v, H v⟩`, which is the energy of a unit vector `v`. -/
def energy (H : Matrix ι ι ℝ) (v : ι → ℝ) : ℝ := v ⬝ᵥ H *ᵥ v

/-- The Euclidean length of `Q v`, which for a unit vector `ψ` is the part of `v` orthogonal to `ψ`.
-/
def stepLength (ψ v : ι → ℝ) : ℝ := √((Q ψ *ᵥ v) ⬝ᵥ (Q ψ *ᵥ v))

/-- `v` is a unit eigenvector of `A` whose eigenvalue is the lowest one. -/
def IsLowest (A : Matrix ι ι ℝ) (v : ι → ℝ) : Prop :=
  v ⬝ᵥ v = 1 ∧ ∃ μ : ℝ, A *ᵥ v = μ • v ∧
    ∀ (ν : ℝ) (w : ι → ℝ), w ≠ 0 → A *ᵥ w = ν • w → μ ≤ ν

/-- `Q v` equals `v - ⟨ψ, v⟩ ψ`; for a unit vector `ψ` this removes from `v` its component along
`ψ`. -/
theorem Q_mulVec (ψ v : ι → ℝ) : Q ψ *ᵥ v = v - (ψ ⬝ᵥ v) • ψ := by
  have h : vecMulVec ψ ψ *ᵥ v = (ψ ⬝ᵥ v) • ψ := by
    ext i
    rw [Pi.smul_apply, smul_eq_mul, mul_comm]
    simp only [mulVec, dotProduct, vecMulVec_apply, Finset.mul_sum, mul_assoc]
  rw [Q, sub_mulVec, one_mulVec, h]

/-- For a unit vector `ψ`, the squared step length is the squared length of `v` minus its
squared overlap with `ψ`. -/
theorem stepLength_sq {ψ : ι → ℝ} (hψ : ψ ⬝ᵥ ψ = 1) (v : ι → ℝ) :
    stepLength ψ v ^ 2 = v ⬝ᵥ v - (ψ ⬝ᵥ v) ^ 2 := by
  have hn : 0 ≤ (Q ψ *ᵥ v) ⬝ᵥ (Q ψ *ᵥ v) :=
    Finset.sum_nonneg fun i _ => mul_self_nonneg _
  rw [stepLength, Real.sq_sqrt hn, Q_mulVec]
  simp only [sub_dotProduct, dotProduct_sub, smul_dotProduct, dotProduct_smul, smul_eq_mul,
    hψ, dotProduct_comm v ψ]
  ring

/-- For a unit vector `ψ`, the shift adds to the energy a penalty `a` times the squared
step length. -/
theorem energy_shifted (H : Matrix ι ι ℝ) {ψ : ι → ℝ} (hψ : ψ ⬝ᵥ ψ = 1) (a : ℝ)
    (v : ι → ℝ) : energy (shifted H ψ a) v = energy H v + a * stepLength ψ v ^ 2 := by
  rw [stepLength_sq hψ, energy, energy, shifted, add_mulVec, smul_mulVec, Q_mulVec]
  simp only [dotProduct_add, dotProduct_sub, dotProduct_smul, smul_eq_mul,
    dotProduct_comm v ψ]
  ring

omit [Fintype ι] in
private lemma shifted_symm {H : Matrix ι ι ℝ} (hH : H.IsHermitian) (ψ : ι → ℝ) (a : ℝ) :
    (shifted H ψ a).IsHermitian := by
  have hP : (vecMulVec ψ ψ)ᴴ = vecMulVec ψ ψ := by
    ext i j
    simp [conjTranspose_apply, vecMulVec_apply, mul_comm]
  have hQ : (Q ψ)ᴴ = Q ψ := by rw [Q, conjTranspose_sub, conjTranspose_one, hP]
  change (H + a • Q ψ)ᴴ = H + a • Q ψ
  rw [conjTranspose_add, conjTranspose_smul, hH.eq, hQ, star_trivial]

private lemma posSemidef_sub {A : Matrix ι ι ℝ} (hA : A.IsHermitian) {μ : ℝ}
    (hmin : ∀ (ν : ℝ) (w : ι → ℝ), w ≠ 0 → A *ᵥ w = ν • w → μ ≤ ν) :
    (A - μ • (1 : Matrix ι ι ℝ)).PosSemidef := by
  have hB : (A - μ • (1 : Matrix ι ι ℝ)).IsHermitian :=
    hA.sub (by simp [Matrix.IsHermitian])
  rw [hB.posSemidef_iff_eigenvalues_nonneg]
  intro j
  have h := hB.mulVec_eigenvectorBasis j
  rw [sub_mulVec, smul_mulVec, one_mulVec] at h
  have hle := hmin (hB.eigenvalues j + μ) (hB.eigenvectorBasis j).ofLp
    (fun h0 => hB.eigenvectorBasis.orthonormal.ne_zero j (by ext i; exact congrFun h0 i))
    (by rw [add_smul, ← h, sub_add_cancel])
  change (0 : ℝ) ≤ hB.eigenvalues j
  linarith

/-- Variational principle: for a symmetric matrix, no unit trial vector has a lower energy
than the lowest eigenvector. -/
theorem energy_le_of_isLowest {A : Matrix ι ι ℝ} (hA : A.IsHermitian) {v x : ι → ℝ}
    (hv : IsLowest A v) (hx : x ⬝ᵥ x = 1) : energy A v ≤ energy A x := by
  obtain ⟨hv1, μ, he, hmin⟩ := hv
  have h := (posSemidef_sub hA hmin).dotProduct_mulVec_nonneg x
  rw [star_trivial, sub_mulVec, smul_mulVec, one_mulVec, dotProduct_sub, dotProduct_smul,
    hx, smul_eq_mul] at h
  rw [energy, energy, he, dotProduct_smul, hv1, smul_eq_mul]
  linarith

variable {H : Matrix ι ι ℝ} {ψ va vb : ι → ℝ} {a b : ℝ}

/-- For symmetric `H`, a unit vector `ψ` and `0 ≤ a < b`, the larger shift gives a step that is
no longer and an energy that is no lower, yet still no higher than the energy of `ψ`. -/
theorem larger_shift_shorter_step (hH : H.IsHermitian) (hψ : ψ ⬝ᵥ ψ = 1)
    (ha : 0 ≤ a) (hab : a < b)
    (hva : IsLowest (shifted H ψ a) va) (hvb : IsLowest (shifted H ψ b) vb) :
    stepLength ψ vb ≤ stepLength ψ va ∧
      energy H va ≤ energy H vb ∧ energy H vb ≤ energy H ψ := by
  -- each eigenvector is a trial state for the other problem, and `ψ` is one for shift `b`
  have h1 := energy_le_of_isLowest (shifted_symm hH ψ a) hva hvb.1
  have h2 := energy_le_of_isLowest (shifted_symm hH ψ b) hvb hva.1
  have h3 := energy_le_of_isLowest (shifted_symm hH ψ b) hvb hψ
  rw [energy_shifted H hψ, energy_shifted H hψ] at h1 h2 h3
  have h0 : stepLength ψ ψ ^ 2 = 0 := by rw [stepLength_sq hψ, hψ]; norm_num
  rw [h0] at h3
  have hq : stepLength ψ vb ^ 2 ≤ stepLength ψ va ^ 2 :=
    le_of_mul_le_mul_left (by linarith) (sub_pos.2 hab)
  refine ⟨(sq_le_sq₀ (Real.sqrt_nonneg _) (Real.sqrt_nonneg _)).1 hq, ?_, ?_⟩
  · have := mul_le_mul_of_nonneg_left hq ha
    linarith
  · have := mul_nonneg (ha.trans hab.le) (sq_nonneg (stepLength ψ vb))
    linarith

/-- For symmetric `H`, a unit vector `ψ`, `0 ≤ a < b` and lowest eigenvectors `va`, `vb` at these
shifts: if `va` overlaps with `ψ` then so does `vb`, and the step rescaled to unit weight on `ψ` is
no longer for the larger shift. -/
theorem rescaled_step_le (hH : H.IsHermitian) (hψ : ψ ⬝ᵥ ψ = 1) (ha : 0 ≤ a) (hab : a < b)
    (hva : IsLowest (shifted H ψ a) va) (hvb : IsLowest (shifted H ψ b) vb)
    (ho : ψ ⬝ᵥ va ≠ 0) :
    ψ ⬝ᵥ vb ≠ 0 ∧
      stepLength ψ vb / |ψ ⬝ᵥ vb| ≤ stepLength ψ va / |ψ ⬝ᵥ va| := by
  have hs := (larger_shift_shorter_step hH hψ ha hab hva hvb).1
  have hq : stepLength ψ vb ^ 2 ≤ stepLength ψ va ^ 2 :=
    pow_le_pow_left₀ (Real.sqrt_nonneg _) hs 2
  rw [stepLength_sq hψ, stepLength_sq hψ, hva.1, hvb.1] at hq
  -- a shorter step leaves a larger overlap
  have hov : |ψ ⬝ᵥ va| ≤ |ψ ⬝ᵥ vb| := sq_le_sq.1 (by linarith)
  have hpos := abs_pos.2 ho
  exact ⟨abs_pos.1 (hpos.trans_le hov), div_le_div₀ (Real.sqrt_nonneg _) hs hpos hov⟩

/-- For symmetric `H`, a unit vector `ψ`, `0 ≤ a < b` and lowest eigenvectors `va`, `vb` at these
shifts, the larger shift gives a strictly shorter step if `va` is neither parallel nor orthogonal to
`ψ`. -/
theorem step_strictly_shorter (hH : H.IsHermitian) (hψ : ψ ⬝ᵥ ψ = 1)
    (ha : 0 ≤ a) (hab : a < b)
    (hva : IsLowest (shifted H ψ a) va) (hvb : IsLowest (shifted H ψ b) vb)
    (hQ : Q ψ *ᵥ va ≠ 0) (ho : ψ ⬝ᵥ va ≠ 0) : stepLength ψ vb < stepLength ψ va := by
  refine lt_of_le_of_ne (larger_shift_shorter_step hH hψ ha hab hva hvb).1 fun heq => hQ ?_
  have h1 := energy_le_of_isLowest (shifted_symm hH ψ a) hva hvb.1
  rw [energy_shifted H hψ, energy_shifted H hψ, heq] at h1
  have hle : energy (shifted H ψ b) va ≤ energy (shifted H ψ b) vb := by
    rw [energy_shifted H hψ, energy_shifted H hψ, heq]
    linarith
  obtain ⟨hva1, μ, hμ, -⟩ := hva
  obtain ⟨hvb1, ν, hν, hmin⟩ := hvb
  rw [energy, energy, hν, dotProduct_smul, hvb1, smul_eq_mul] at hle
  -- equal steps make `va` an eigenvector for both shifts
  have hps := posSemidef_sub (shifted_symm hH ψ b) hmin
  have hz : star va ⬝ᵥ ((shifted H ψ b - ν • (1 : Matrix ι ι ℝ)) *ᵥ va) = 0 := by
    refine le_antisymm ?_ (hps.dotProduct_mulVec_nonneg va)
    rw [star_trivial, sub_mulVec, smul_mulVec, one_mulVec, dotProduct_sub, dotProduct_smul,
      hva1, smul_eq_mul]
    linarith
  have hb := (hps.dotProduct_mulVec_zero_iff va).1 hz
  rw [sub_mulVec, smul_mulVec, one_mulVec, shifted, add_mulVec, smul_mulVec] at hb
  rw [shifted, add_mulVec, smul_mulVec] at hμ
  have key : (b - a) • (Q ψ *ᵥ va) = (ν - μ) • va := by
    linear_combination (norm := module) hb - hμ
  -- the overlap with `ψ` forces the two eigenvalues to coincide
  have hperp : ψ ⬝ᵥ (Q ψ *ᵥ va) = 0 := by
    rw [Q_mulVec, dotProduct_sub, dotProduct_smul, hψ, smul_eq_mul, mul_one, sub_self]
  have h := congrArg (fun x => ψ ⬝ᵥ x) key
  simp only [dotProduct_smul, hperp, smul_eq_mul, mul_zero] at h
  rw [(mul_eq_zero.1 h.symm).resolve_right ho, zero_smul] at key
  exact (smul_eq_zero.1 key).resolve_left (sub_pos.2 hab).ne'

omit [DecidableEq ι] in
private lemma isLowest_of_bound {A : Matrix ι ι ℝ} {v : ι → ℝ} {μ : ℝ} (hv : v ⬝ᵥ v = 1)
    (he : A *ᵥ v = μ • v) (hb : ∀ x : ι → ℝ, μ * (x ⬝ᵥ x) ≤ x ⬝ᵥ A *ᵥ x) :
    IsLowest A v := by
  refine ⟨hv, μ, he, fun ν w hw hν => ?_⟩
  have h := hb w
  rw [hν, dotProduct_smul, smul_eq_mul] at h
  have hn : 0 ≤ w ⬝ᵥ w := Finset.sum_nonneg fun i _ => mul_self_nonneg _
  exact le_of_mul_le_mul_right h
    (lt_of_le_of_ne hn (Ne.symm (mt dotProduct_self_eq_zero.1 hw)))

/-- A two-level example with current state `(1, 0)`: the lowest eigenvector is `(3/5, 4/5)` at
shift `0` and `(4/5, 3/5)` at shift `14`. -/
theorem larger_shift_witness :
    IsLowest (shifted !![0, -12; -12, -7] ![1, 0] 0) ![3 / 5, 4 / 5] ∧
      IsLowest (shifted !![0, -12; -12, -7] ![1, 0] 14) ![4 / 5, 3 / 5] := by
  have hs : ∀ a : ℝ, shifted !![0, -12; -12, -7] ![1, 0] a = !![0, -12; -12, -7 + a] := by
    intro a
    ext i j
    fin_cases i <;> fin_cases j <;> simp [shifted, Q]
  rw [hs, hs]
  constructor
  · refine isLowest_of_bound (μ := -16) ?_ ?_ fun x => ?_
    · norm_num [dotProduct, Fin.sum_univ_two]
    · ext i
      fin_cases i <;> norm_num [mulVec, dotProduct, Fin.sum_univ_two]
    · simp [mulVec, dotProduct, Fin.sum_univ_two]
      nlinarith [sq_nonneg (4 * x 0 - 3 * x 1)]
  · refine isLowest_of_bound (μ := -9) ?_ ?_ fun x => ?_
    · norm_num [dotProduct, Fin.sum_univ_two]
    · ext i
      fin_cases i <;> norm_num [mulVec, dotProduct, Fin.sum_univ_two]
    · simp [mulVec, dotProduct, Fin.sum_univ_two]
      nlinarith [sq_nonneg (3 * x 0 - 4 * x 1)]

end

end LinearMethodShift
```

```lean
#print axioms LinearMethodShift.larger_shift_shorter_step
#print axioms LinearMethodShift.rescaled_step_le
#print axioms LinearMethodShift.step_strictly_shorter
```

```
'LinearMethodShift.larger_shift_shorter_step' depends on axioms: [propext, Classical.choice, Quot.sound]
'LinearMethodShift.rescaled_step_le' depends on axioms: [propext, Classical.choice, Quot.sound]
'LinearMethodShift.step_strictly_shorter' depends on axioms: [propext, Classical.choice, Quot.sound]
```

## From the penalty identity to the ordering

`Q_mulVec` computes Qv, `stepLength_sq` gives the formula for s(v)², and `energy_shifted` is the penalty identity. In the last two, `simp only` expands the inner products and `ring` collects the terms.

The variational principle takes two lemmas. `posSemidef_sub` shows that A − μ1 is positive semidefinite: each of its eigenvalues, increased by μ, is an eigenvalue of A and hence at least μ. `energy_le_of_isLowest` evaluates this on a unit trial vector. `shifted_symm` supplies the symmetry of H + aQ that both lemmas require.

In `larger_shift_shorter_step`, `h1` and `h2` are the two trial inequalities and `h3` is the one with ψ as trial state. After rewriting with `energy_shifted`, `linarith` adds the first two, and `le_of_mul_le_mul_left` cancels the factor b − a to give `hq`, the ordering of the squared steps. `sq_le_sq₀` removes the squares. The two energy inequalities follow by `linarith`, once the signs of the penalty terms are supplied.

## Equality, overlap and the example

`rescaled_step_le` turns the ordering of steps into the ordering of overlaps `hov`, and `div_le_div₀` compares the two fractions.

`step_strictly_shorter` assumes equal steps and derives Q va = 0. The step from "reaches the minimum" to "is an eigenvector" is `dotProduct_mulVec_zero_iff`: a positive semidefinite matrix whose quadratic form vanishes on a vector sends that vector to zero. The difference of the eigenvalue equations is `key`, and `hperp` says that Q va is orthogonal to ψ.

For the example, `isLowest_of_bound` shows that an eigenvector is lowest if its eigenvalue μ satisfies μ⟨x, x⟩ ≤ ⟨x, A x⟩ for all x. In `larger_shift_witness` the two bounds hold because the differences are perfect squares, (4x₀ − 3x₁)² at shift 0 and (3x₀ − 4x₁)² at shift 14, which are passed to `nlinarith`.
